# Grouping signed weights with positive total never lowers the average sign

## Cancelling permutations

Suppose the exchange permutations in a fermion path integral are sampled one at a time. Even permutations contribute with a plus sign and odd ones with a minus sign, and the two sets can nearly cancel. The simulation then estimates a small difference of large numbers, and its statistical error can swamp the answer unless very many samples are taken.

The damage is measured by the average sign. For configurations $i$ with real weights $w_i$, sampled with probability proportional to $|w_i|$, it is

$$S(w)=\frac{\sum_i w_i}{\sum_i |w_i|}.$$

With $N_s$ independent samples, the relative error of the measured sign is $\sqrt{1-S^2}/(S\sqrt{N_s})$ for $S>0$, which grows as $S$ shrinks.

A common response is to add up some configurations exactly before sampling. Let $b(i)$ be the block to which configuration $i$ belongs, and let $W_k=\sum_{i:\,b(i)=k}w_i$ be the weight of block $k$. The blocks are then sampled with $|W_k|$.

## Blocking and the triangle inequality

Write $T=\sum_i w_i$, $A=\sum_i|w_i|$ and $B=\sum_k|W_k|$, and assume $T>0$. Physically, $T$ is the partition function of the discretised model, up to a positive constant factor that cancels in $S$.

Every configuration lies in exactly one block, so $\sum_k W_k=T$. Hence $B\ge T>0$. The triangle inequality in each block gives

$$|W_k|\le\sum_{i:\,b(i)=k}|w_i|,\qquad\text{and after summing over }k,\qquad B\le A.$$

Therefore $S(w)=T/A\le T/B=S(W)$.

Since $T>0$, equality holds exactly when $A=B$. The differences $\sum_{i:\,b(i)=k}|w_i|-|W_k|$ are nonnegative and sum to $A-B$, so $A=B$ means that each of them vanishes. This happens exactly when $w_iw_j\ge0$ for all $i,j$ in the same block:

- Suppose a block has no cancellation. If $W_k\ge0$, then $\sum_{i:\,b(i)=k}(|w_i|-w_i)=0$ with nonnegative terms, so every $w_i\ge0$. If $W_k\le0$, the same argument for $-w$ gives every $w_i\le0$. Either way all products are nonnegative.
- Suppose all products are nonnegative. If some $w_i<0$, no $w_j$ in the block can be positive, so $|W_k|=-W_k=\sum_{i:\,b(i)=k}|w_i|$. Otherwise all weights are nonnegative and the equality is immediate.

## Determinants in place of permutations

Now let a configuration be a pair $(x,\sigma)$ of a path $x$ and a particle permutation $\sigma$, with weight

$$\operatorname{sgn}(\sigma)\prod_i M(x)_{\sigma(i),i},\qquad M(x)_{ij}\ge0,$$

where $i$ and $j$ now label particles. For fermions in one spin state, for example, $M(x)_{ij}$ can be the free-particle weight of the link that joins the end of particle $j$'s path to the start of particle $i$'s. Positive factors common to all permutations, such as the weight of the rest of the path, are absorbed into one row of $M(x)$. Summing over $\sigma$ at fixed $x$ gives $\det M(x)$. Summing the absolute values gives the permanent, $\operatorname{perm}M(x)$. If $\sum_x\det M(x)>0$, the blocking inequality becomes

$$\frac{\sum_x\det M(x)}{\sum_x\operatorname{perm}M(x)}\le\frac{\sum_x\det M(x)}{\sum_x|\det M(x)|}.$$

The smallest case with exchange has one path and two particles. The permutation weights are $M_{11}M_{22}$ and $-M_{21}M_{12}$. If the first is larger in magnitude, blocking raises the average sign from $(M_{11}M_{22}-M_{21}M_{12})/(M_{11}M_{22}+M_{21}M_{12})$ to $1$, a strict gain when $M_{21}M_{12}>0$.

In a program, the determinant and its sign come from an LU factorisation, at a cost cubic in the particle number. One samples with $|\det M(x)|$, accumulates the sign, and divides the signed average of an observable by the average sign. An observable that depends on $\sigma$ is first replaced by its signed block average: its sum over $\sigma$ with the signed weights, divided by $\det M(x)$. This is exact if that sum vanishes wherever $\det M(x)=0$, since such paths are never sampled. The permanent need not be computed; it enters only the comparison.

## Short links leave little to cancel

Let $D$ be diagonal with entries $d_i>0$. Determinant and permanent are polynomials in the matrix entries, and both equal $\prod_i d_i>0$ at $D$. By continuity, $|\det M|/\operatorname{perm}M\to1$ as $M\to D$.

For a Gaussian link, take particles on a line at distinct positions $x_i$, with endpoints $x_j+s\,u_j$ for fixed numbers $u_j$. The diffusion length $s$ is $\sqrt{\hbar^2\tau/m}$ for mass $m$ and imaginary-time step $\tau$ in inverse energy. The link matrix is

$$L_{ij}(s)=\exp\!\left[-\frac{(x_i-x_j-s\,u_j)^2}{2s^2}\right].$$

Its diagonal entries are $e^{-u_i^2/2}$ for every $s>0$. For $i\ne j$ the numerator tends to $(x_i-x_j)^2>0$ while $s^2\to0$, so the entry vanishes. The ratio therefore tends to $1$ as $s\to0^+$. The usual Gaussian prefactor is omitted because it cancels in the ratio.

For two particles a distance $r$ apart with $u=0$, the ratio is $\tanh\!\big(r^2/(2s^2)\big)$. When it is close to $1$, one permutation dominates and the determinant removes little cancellation. For non-interacting particles on a line, the gain from antisymmetrising a single link thus fades as the link shortens at fixed $x$ and $u$.

## The statements in Lean

`averageSign w` is $S(w)$ and `blockWeight w b k` is $W_k$. The types `ι` of configurations, `κ` of blocks, `X` of paths and `n` of particles are all finite, so continuous paths enter only after discretisation. Blocks may be empty.

`averageSign_le_blocked` is the inequality and `averageSign_blocked_eq_iff` the equality condition. Both assume `0 < ∑ i, w i`.

`determinant_blocking` assumes nonnegative entries and a positive summed determinant; individual determinants may be negative. Its left side is the average sign of the permutation-by-permutation ensemble, written out. There is one matrix and one permutation per path. An ensemble with a separate permutation at every link falls under the general blocking theorem instead.

In `tendsto_det_div_permanent`, `𝓝 (Matrix.diagonal d)` means entrywise convergence, with no sign condition on the approaching matrices. In `short_link_limit`, `Function.Injective x` says that the positions are distinct, and `𝓝[>] 0` lets $s$ approach zero through positive values. The theorem concerns one link and makes no statement about a path whose number of links grows as $s$ shrinks.

## The complete file

```lean
import Mathlib

open Filter Topology

namespace FermionSignBlocking

noncomputable section

variable {ι κ X n : Type*} [Fintype ι] [Fintype κ] [DecidableEq κ]
  [Fintype X] [DecidableEq X] [Fintype n] [DecidableEq n]

/-- The average sign of a finite signed ensemble: total weight over total absolute weight. It is
meant for weight functions that are not identically zero. -/
def averageSign (w : ι → ℝ) : ℝ := (∑ i, w i) / ∑ i, |w i|

/-- The weight of block `k`: the sum of the weights of all configurations assigned to it. -/
def blockWeight (w : ι → ℝ) (b : ι → κ) (k : κ) : ℝ :=
  ∑ i ∈ Finset.univ.filter (fun i => b i = k), w i

/-- Blocking preserves the total weight. -/
theorem sum_blockWeight (w : ι → ℝ) (b : ι → κ) :
    ∑ k, blockWeight w b k = ∑ i, w i :=
  Finset.sum_fiberwise _ _ _

/-- A finite sum of real weights suffers no cancellation exactly when no two of the weights
have opposite signs. -/
theorem abs_sum_eq_iff {α : Type*} (s : Finset α) (w : α → ℝ) :
    |∑ i ∈ s, w i| = ∑ i ∈ s, |w i| ↔ ∀ i ∈ s, ∀ j ∈ s, 0 ≤ w i * w j := by
  constructor
  · intro h
    rcases le_total 0 (∑ i ∈ s, w i) with h0 | h0
    · rw [abs_of_nonneg h0] at h
      have e := (Finset.sum_eq_sum_iff_of_le (fun i _ => le_abs_self (w i))).1 h
      have hp : ∀ i ∈ s, 0 ≤ w i := fun i hi => by linarith [abs_nonneg (w i), e i hi]
      exact fun i hi j hj => mul_nonneg (hp i hi) (hp j hj)
    · rw [abs_of_nonpos h0, ← Finset.sum_neg_distrib] at h
      have e := (Finset.sum_eq_sum_iff_of_le (fun i _ => neg_le_abs (w i))).1 h
      have hp : ∀ i ∈ s, 0 ≤ -w i := fun i hi => by linarith [abs_nonneg (w i), e i hi]
      intro i hi j hj
      linarith [mul_nonneg (hp i hi) (hp j hj), neg_mul_neg (w i) (w j)]
  · intro h
    by_cases hneg : ∃ i ∈ s, w i < 0
    · -- one negative weight forces all the others to be nonpositive
      obtain ⟨i, hi, hi0⟩ := hneg
      have hn : ∀ j ∈ s, w j ≤ 0 := fun j hj => by
        by_contra hc
        linarith [h i hi j hj, mul_neg_of_neg_of_pos hi0 (not_le.1 hc)]
      rw [abs_of_nonpos (Finset.sum_nonpos hn), ← Finset.sum_neg_distrib]
      exact Finset.sum_congr rfl fun j hj => (abs_of_nonpos (hn j hj)).symm
    · have hp : ∀ j ∈ s, 0 ≤ w j := fun j hj => by
        by_contra hc
        exact hneg ⟨j, hj, not_le.1 hc⟩
      rw [abs_of_nonneg (Finset.sum_nonneg hp)]
      exact Finset.sum_congr rfl fun j hj => (abs_of_nonneg (hp j hj)).symm

/-- For positive total weight, grouping configurations into blocks never lowers the
average sign. -/
theorem averageSign_le_blocked (w : ι → ℝ) (b : ι → κ) (h : 0 < ∑ i, w i) :
    averageSign w ≤ averageSign (blockWeight w b) := by
  have hB : 0 < ∑ k, |blockWeight w b k| := by
    rw [← sum_blockWeight w b] at h
    exact h.trans_le (Finset.sum_le_sum fun k _ => le_abs_self _)
  -- the triangle inequality inside each block
  have hle : ∑ k, |blockWeight w b k| ≤ ∑ i, |w i| :=
    calc ∑ k, |blockWeight w b k| ≤ ∑ k, blockWeight (fun i => |w i|) b k :=
          Finset.sum_le_sum fun k _ => Finset.abs_sum_le_sum_abs _ _
      _ = ∑ i, |w i| := sum_blockWeight _ b
  unfold averageSign
  rw [sum_blockWeight w b]
  exact div_le_div_of_nonneg_left h.le hB hle

/-- For positive total weight, blocking leaves the average sign unchanged exactly when no
block contains weights of opposite signs. -/
theorem averageSign_blocked_eq_iff (w : ι → ℝ) (b : ι → κ) (h : 0 < ∑ i, w i) :
    averageSign (blockWeight w b) = averageSign w ↔
      ∀ i j, b i = b j → 0 ≤ w i * w j := by
  have hA : 0 < ∑ i, |w i| := h.trans_le (Finset.sum_le_sum fun i _ => le_abs_self _)
  have hB : 0 < ∑ k, |blockWeight w b k| := by
    have h' := h
    rw [← sum_blockWeight w b] at h'
    exact h'.trans_le (Finset.sum_le_sum fun k _ => le_abs_self _)
  -- the absolute totals agree only if they agree block by block
  have key : ∑ k, |blockWeight w b k| = ∑ k, blockWeight (fun i => |w i|) b k ↔
      ∀ k ∈ Finset.univ, |blockWeight w b k| = blockWeight (fun i => |w i|) b k :=
    Finset.sum_eq_sum_iff_of_le fun k _ => Finset.abs_sum_le_sum_abs _ _
  rw [sum_blockWeight (fun i => |w i|) b] at key
  have hk := fun k => abs_sum_eq_iff (Finset.univ.filter fun i => b i = k) w
  unfold averageSign
  rw [sum_blockWeight w b, div_eq_div_iff hB.ne' hA.ne', mul_right_inj' h.ne', eq_comm, key]
  constructor
  · intro H i j hij
    exact (hk (b j)).1 (H (b j) (Finset.mem_univ _)) i (by simp [hij]) j (by simp)
  · intro H k _
    exact (hk k).2 fun i hi j hj =>
      H i j ((Finset.mem_filter.1 hi).2.trans (Finset.mem_filter.1 hj).2.symm)

/-- The signed weight of a pair `p` consisting of a path and one particle permutation. -/
def exchangeWeight (M : X → Matrix n n ℝ) (p : X × Equiv.Perm n) : ℝ :=
  ((Equiv.Perm.sign p.2 : ℤ) : ℝ) * ∏ i, M p.1 (p.2 i) i

/-- Grouping all permutations of a path into one block gives the determinant of its matrix. -/
theorem blockWeight_exchangeWeight (M : X → Matrix n n ℝ) (x : X) :
    blockWeight (exchangeWeight M) Prod.fst x = (M x).det := by
  unfold blockWeight
  rw [Matrix.det_apply', Finset.sum_filter, Fintype.sum_prod_type, Finset.sum_eq_single x]
  · simp [exchangeWeight]
  · intro y _ hy
    simp [hy]
  · simp

/-- For nonnegative matrices with positive summed determinant, the average sign of an ensemble
of paths sampled with determinants is at least that of sampling the permutations one by one. -/
theorem determinant_blocking (M : X → Matrix n n ℝ) (hM : ∀ x i j, 0 ≤ M x i j)
    (h : 0 < ∑ x, (M x).det) :
    (∑ x, (M x).det) / ∑ x, (M x).permanent ≤ averageSign (fun x => (M x).det) := by
  have ht : ∑ p, exchangeWeight M p = ∑ x, (M x).det := by
    rw [← sum_blockWeight (exchangeWeight M) Prod.fst]
    exact Finset.sum_congr rfl fun x _ => blockWeight_exchangeWeight M x
  -- without their signs the permutation weights add up to permanents
  have ha : ∑ p, |exchangeWeight M p| = ∑ x, (M x).permanent := by
    rw [Fintype.sum_prod_type]
    refine Finset.sum_congr rfl fun x _ => Finset.sum_congr rfl fun σ _ => ?_
    have hp : 0 ≤ ∏ i, M x (σ i) i := Finset.prod_nonneg fun i _ => hM x _ _
    have hs : |((Equiv.Perm.sign σ : ℤ) : ℝ)| = 1 := by
      rcases Int.units_eq_one_or (Equiv.Perm.sign σ) with h | h <;> simp [h]
    simp only [exchangeWeight]
    rw [abs_mul, hs, one_mul, abs_of_nonneg hp]
  have hb : blockWeight (exchangeWeight M) Prod.fst = fun x => (M x).det :=
    funext (blockWeight_exchangeWeight M)
  have key := averageSign_le_blocked (exchangeWeight M) Prod.fst (ht ▸ h)
  rw [hb] at key
  rwa [averageSign, ht, ha] at key

/-- The ratio of |determinant| to permanent tends to one as the matrix tends to a diagonal
matrix with positive entries. -/
theorem tendsto_det_div_permanent {d : n → ℝ} (hd : ∀ i, 0 < d i) :
    Tendsto (fun M : Matrix n n ℝ => |M.det| / M.permanent)
      (𝓝 (Matrix.diagonal d)) (𝓝 1) := by
  have hp : 0 < ∏ i, d i := Finset.prod_pos fun i _ => hd i
  have hc : Continuous fun M : Matrix n n ℝ => M.permanent := by
    unfold Matrix.permanent
    exact continuous_finsetSum _ fun σ _ => continuous_finsetProd _ fun i _ =>
      continuous_id.matrix_elem _ _
  have hdet : Continuous fun M : Matrix n n ℝ => |M.det| := continuous_id.matrix_det.abs
  have hne : (Matrix.diagonal d).permanent ≠ 0 := by
    rw [Matrix.permanent_diagonal]
    exact hp.ne'
  have hval : |(Matrix.diagonal d).det| / (Matrix.diagonal d).permanent = 1 := by
    rw [Matrix.det_diagonal, Matrix.permanent_diagonal, abs_of_pos hp, div_self hp.ne']
  have h : Tendsto (fun M : Matrix n n ℝ => |M.det| / M.permanent) (𝓝 (Matrix.diagonal d))
      (𝓝 (|(Matrix.diagonal d).det| / (Matrix.diagonal d).permanent)) :=
    (hdet.tendsto _).div (hc.tendsto _) hne
  rwa [hval] at h

/-- Gaussian link matrix for particles on a line going from `x i` to `x j + s * u j`, with diffusion
length `s`; it is meant for `s > 0`. -/
def linkMatrix (x u : n → ℝ) (s : ℝ) : Matrix n n ℝ :=
  Matrix.of fun i j => Real.exp (-(x i - (x j + s * u j)) ^ 2 / (2 * s ^ 2))

/-- For particles at distinct positions, the ratio of |determinant| to permanent of the Gaussian
link matrix tends to one as the diffusion length tends to zero from above. -/
theorem short_link_limit (x u : n → ℝ) (hx : Function.Injective x) :
    Tendsto (fun s => |(linkMatrix x u s).det| / (linkMatrix x u s).permanent)
      (𝓝[>] 0) (𝓝 1) := by
  have hM : Tendsto (linkMatrix x u) (𝓝[>] 0)
      (𝓝 (Matrix.diagonal fun i => Real.exp (-(u i) ^ 2 / 2))) := by
    refine tendsto_pi_nhds.2 fun i => tendsto_pi_nhds.2 fun j => ?_
    by_cases hij : i = j
    · -- a particle's own link does not depend on the diffusion length
      subst hij
      rw [Matrix.diagonal_apply_eq]
      refine tendsto_const_nhds.congr' ?_
      filter_upwards [self_mem_nhdsWithin] with s hs
      have hs0 : 0 < s := hs
      simp only [linkMatrix, Matrix.of_apply]
      congr 1
      rw [eq_div_iff (by positivity)]
      ring
    · -- exchange links are suppressed by a diverging exponent
      rw [Matrix.diagonal_apply_ne _ hij]
      have hδ : x i - x j ≠ 0 := sub_ne_zero.2 fun h => hij (hx h)
      have hc : Continuous fun s : ℝ => (x i - (x j + s * u j)) ^ 2 / 2 := by fun_prop
      have hN : Tendsto (fun s : ℝ => (x i - (x j + s * u j)) ^ 2 / 2) (𝓝[>] 0)
          (𝓝 ((x i - x j) ^ 2 / 2)) := by
        have h0 := (hc.tendsto 0).mono_left (nhdsWithin_le_nhds (s := Set.Ioi 0))
        simpa only [zero_mul, add_zero] using h0
      have hI : Tendsto (fun s : ℝ => (s⁻¹) ^ 2) (𝓝[>] 0) atTop :=
        (tendsto_pow_atTop two_ne_zero).comp tendsto_inv_nhdsGT_zero
      have hE := Real.tendsto_exp_atBot.comp
        (tendsto_neg_atTop_atBot.comp (hN.pos_mul_atTop (by positivity) hI))
      refine hE.congr fun s => ?_
      simp only [linkMatrix, Matrix.of_apply, Function.comp_apply]
      congr 1
      ring
  exact (tendsto_det_div_permanent fun i => Real.exp_pos _).comp hM

end

end FermionSignBlocking
```

```lean
#print axioms FermionSignBlocking.averageSign_le_blocked
-- 'FermionSignBlocking.averageSign_le_blocked' depends on axioms: [propext, Classical.choice, Quot.sound]
#print axioms FermionSignBlocking.averageSign_blocked_eq_iff
-- 'FermionSignBlocking.averageSign_blocked_eq_iff' depends on axioms: [propext, Classical.choice, Quot.sound]
#print axioms FermionSignBlocking.determinant_blocking
-- 'FermionSignBlocking.determinant_blocking' depends on axioms: [propext, Classical.choice, Quot.sound]
#print axioms FermionSignBlocking.short_link_limit
-- 'FermionSignBlocking.short_link_limit' depends on axioms: [propext, Classical.choice, Quot.sound]
```

## How the proofs follow the derivation

`sum_blockWeight` regroups a finite sum by blocks. It is used for $w$, where it preserves $T$, and for $|w|$, where it turns the blockwise triangle inequality into $B\le A$. `averageSign_le_blocked` then compares two fractions with the same nonnegative numerator.

`abs_sum_eq_iff` is the equality case within one block. Its forward direction splits on the sign of the sum and uses `Finset.sum_eq_sum_iff_of_le`: if two sums agree and their terms are ordered, the terms agree. Its backward direction splits on whether a negative weight exists.

`averageSign_blocked_eq_iff` cross-multiplies the two fractions and cancels $T$, which leaves $A=B$. The step `key` applies the same principle about ordered terms to the blocks, and `abs_sum_eq_iff` finishes each one.

`blockWeight_exchangeWeight` takes the projection `Prod.fst` as the block map, so that only pairs with the chosen path survive, and recognises the determinant expansion. In `determinant_blocking`, `ht` identifies the total weight and `ha` the absolute total, using $|\operatorname{sgn}\sigma|=1$ and nonnegative products. The general inequality then gives the result.

`tendsto_det_div_permanent` establishes continuity of numerator and denominator, checks that the permanent is nonzero at the diagonal matrix, and takes the limit of the quotient. `short_link_limit` proves the matrix limit entry by entry. On the diagonal, the entry equals a constant for all $s>0$. Off the diagonal, `pos_mul_atTop` combines a numerator with positive limit and the diverging factor $s^{-2}$, so the exponential of the negative product tends to zero. Composing this matrix limit with the previous theorem completes the proof.
